# Sum and average of determinant repulsion energies at fixed numbers of spin-up and spin-down electrons

Before diagonalising the electron repulsion in an open shell, one can average its diagonal elements over all determinants with \(a\) spin-up and \(b\) spin-down electrons. Diagonalisation leaves the trace unchanged, so this is also the mean of the repulsion eigenvalues in the space of these determinants. With three up and two down electrons in five d orbitals there are \(10\times 10=100\) determinants. Their mean nevertheless requires only two sums of orbital integrals, provided both spins use the same orthonormal spatial orbitals. The result concerns the repulsion alone; one-electron energies are left out.

## The repulsion energy of one determinant

```lean
import Mathlib

open Finset

namespace SpinResolvedAverage

noncomputable section

variable {M : ℕ}
```

The last line introduces \(M\), the number of spatial orbitals. The curly braces tell Lean to infer \(M\) from the other arguments. The orbital labels form the type `Fin M`, whose elements are \(0,\dots,M-1\).

```lean
/-- Repulsion among equal-spin electrons in the orbitals `A`: Coulomb minus exchange,
summed over the pairs `i < j`. -/
def parallelEnergy (J K : Fin M → Fin M → ℝ) (A : Finset (Fin M)) : ℝ :=
  ∑ p ∈ A ×ˢ A with p.1 < p.2, (J p.1 p.2 - K p.1 p.2)
```

`J` and `K` take two labels and return a real number: the Coulomb integral \(J_{ij}\) and the exchange integral \(K_{ij}\). The finite set `A` holds the orbitals occupied by electrons of one spin. The definition reads

\[
E_\parallel(A)=\sum_{i<j,\ i,j\in A}(J_{ij}-K_{ij}).
\]

A pair of labels is written `p`, with components `p.1` and `p.2`.

```lean
/-- Coulomb repulsion between spin-up electrons in `A` and spin-down electrons in `B`. -/
def oppositeEnergy (J : Fin M → Fin M → ℝ) (A B : Finset (Fin M)) : ℝ :=
  ∑ i ∈ A, ∑ j ∈ B, J i j
```

Electrons of opposite spin have no exchange term, so their repulsion is \(\sum_{i\in A}\sum_{j\in B}J_{ij}\), where \(A\) is the up set and \(B\) the down set. The term \(i=j\) is included: it is the repulsion \(J_{ii}\) of two electrons in the same spatial orbital.

That these two expressions together give the expectation value of the repulsion in a Slater determinant of orthonormal orbitals is the Slater–Condon rule. It enters here through the definitions and is not derived. Neither `J` nor `K` is assumed symmetric, so the theorems hold in particular for the symmetric integrals of physics.

```lean
/-- Sum of the electron-repulsion energies of all determinants with `a` spin-up and `b`
spin-down electrons. -/
def totalEnergy (J K : Fin M → Fin M → ℝ) (a b : ℕ) : ℝ :=
  ∑ A ∈ powersetCard a univ, ∑ B ∈ powersetCard b univ,
    (parallelEnergy J K A + parallelEnergy J K B + oppositeEnergy J A B)
```

`powersetCard a univ` is the collection of all \(a\)-element subsets of the orbitals. Despite its name, `totalEnergy` is not the total energy of a state. It is the sum over determinants

\[
S(a,b)=\sum_{|A|=a}\ \sum_{|B|=b}\bigl[E_\parallel(A)+E_\parallel(B)+\sum_{i\in A}\sum_{j\in B}J_{ij}\bigr].
\]

```lean
/-- Mean electron-repulsion energy of the determinants at fixed `a` and `b`, for `a, b ≤ M`. -/
def configAverage (J K : Fin M → Fin M → ℝ) (a b : ℕ) : ℝ :=
  totalEnergy J K a b / ((M.choose a : ℝ) * (M.choose b : ℝ))
```

Dividing by the number of determinants, \(\binom Ma\binom Mb\), gives the average \(\bar E(a,b)\), with equal weight for each determinant.

## Counting the occupations that contain given orbitals

```lean
/-- The number of ways to place `a` electrons of one spin in `M` orbitals such that all
orbitals of `T` are occupied, where `T` has at most `a` orbitals. -/
theorem card_containing (T : Finset (Fin M)) {a : ℕ} (h : T.card ≤ a) :
    ((powersetCard a (univ : Finset (Fin M))).filter (fun A => T ⊆ A)).card
      = (M - T.card).choose (a - T.card) := by
  have e : (M - T.card).choose (a - T.card) = (powersetCard (a - T.card) Tᶜ).card := by
    rw [card_powersetCard, card_compl, Fintype.card_fin]
  rw [e]
  -- remove the prescribed orbitals, or put them back
  refine card_bij' (fun A _ => A \ T) (fun B _ => B ∪ T) ?_ ?_ ?_ ?_
  · intro A hA
    simp only [mem_filter, mem_powersetCard] at hA ⊢
    have h1 := card_sdiff_add_card_eq_card hA.2
    have h2 := hA.1.2
    exact ⟨fun x hx => mem_compl.mpr (mem_sdiff.mp hx).2, by omega⟩
  · intro B hB
    obtain ⟨hs, hc⟩ := mem_powersetCard.mp hB
    have h1 := card_union_of_disjoint (disjoint_left.mpr fun x hx => mem_compl.mp (hs hx))
    simp only [mem_filter, mem_powersetCard]
    exact ⟨⟨subset_univ _, by omega⟩, subset_union_right⟩
  · intro A hA
    exact sdiff_union_of_subset (mem_filter.mp hA).2
  · intro B hB
    ext x
    have hx : x ∈ B → x ∉ T := fun hx => mem_compl.mp ((mem_powersetCard.mp hB).1 hx)
    simp only [mem_sdiff, mem_union]
    tauto
```

A theorem in Lean consists of a name, its hypotheses, a colon, the claim, and after `:=` the proof. This one says that if \(T\) has \(t\le a\) orbitals, then \(\binom{M-t}{a-t}\) of the \(a\)-element sets contain \(T\). By hand: the orbitals of \(T\) are filled, and the other \(a-t\) electrons are distributed over the remaining \(M-t\) orbitals.

`card_bij'` turns this into a one-to-one correspondence. One map removes \(T\) from an occupation, the other puts it back. The four bullets check that each map lands in the right collection and that each undoes the other.

The condition \(t\le a\) matters because subtraction of natural numbers in Lean stops at zero. For \(t>a\) the right-hand side would be 1, while no occupation contains \(T\).

```lean
/-- For `a ≥ 2`, each parallel-spin pair is counted once for every choice of the other
`a - 2` occupied orbitals. -/
theorem sum_parallel (J K : Fin M → Fin M → ℝ) {a : ℕ} (ha : 2 ≤ a) :
    ∑ A ∈ powersetCard a univ, parallelEnergy J K A
      = ((M - 2).choose (a - 2) : ℝ) * parallelEnergy J K univ := by
  simp only [parallelEnergy, univ_product_univ]
  rw [mul_sum, sum_comm' (t' := (univ : Finset (Fin M × Fin M)).filter (fun p => p.1 < p.2))
    (s' := fun p : Fin M × Fin M =>
      (powersetCard a (univ : Finset (Fin M))).filter (fun A => {p.1, p.2} ⊆ A))]
  · refine sum_congr rfl fun p hp => ?_
    have hc : ({p.1, p.2} : Finset (Fin M)).card = 2 := card_pair (mem_filter.mp hp).2.ne
    simp only [sum_const, nsmul_eq_mul]
    rw [card_containing {p.1, p.2} (hc.le.trans ha), hc]
  · intro A p
    simp only [mem_filter, mem_product, mem_univ, insert_subset_iff, singleton_subset_iff]
    tauto
```

Exchange the order of summation and ask how often each pair occurs:

\[
\sum_{|A|=a}E_\parallel(A)=\sum_{i<j}(J_{ij}-K_{ij})\,\#\{A: i,j\in A\}=\binom{M-2}{a-2}\sum_{i<j}(J_{ij}-K_{ij}).
\]

`sum_comm'` performs the exchange, and the last bullet verifies that both orders run over the same combinations of \(A\) and pair. The first bullet applies the counting theorem to \(T=\{i,j\}\), which has two elements because \(i<j\).

```lean
/-- For `a ≥ 1`, summing an orbital quantity over the occupied orbitals of all placements of `a`
equal-spin electrons counts each orbital `C(M-1, a-1)` times. -/
theorem sum_occupied (f : Fin M → ℝ) {a : ℕ} (ha : 1 ≤ a) :
    ∑ A ∈ powersetCard a univ, ∑ i ∈ A, f i
      = ((M - 1).choose (a - 1) : ℝ) * ∑ i, f i := by
  rw [mul_sum, sum_comm' (t' := (univ : Finset (Fin M)))
    (s' := fun i : Fin M =>
      (powersetCard a (univ : Finset (Fin M))).filter (fun A => {i} ⊆ A))]
  · refine sum_congr rfl fun i _ => ?_
    simp only [sum_const, nsmul_eq_mul]
    rw [card_containing {i} ((card_singleton i).le.trans ha), card_singleton]
  · intro A i
    simp only [mem_filter, mem_univ, singleton_subset_iff]
    tauto
```

The same argument with one prescribed orbital gives, for any orbital quantity \(f_i\),

\[
\sum_{|A|=a}\sum_{i\in A}f_i=\binom{M-1}{a-1}\sum_i f_i .
\]

```lean
/-- For `a, b ≥ 1`, the up-down repulsion summed over all determinants is
`C(M-1, a-1) C(M-1, b-1)` times the sum of all Coulomb integrals. -/
theorem sum_opposite (J : Fin M → Fin M → ℝ) {a b : ℕ} (ha : 1 ≤ a) (hb : 1 ≤ b) :
    ∑ A ∈ powersetCard a univ, ∑ B ∈ powersetCard b univ, oppositeEnergy J A B
      = ((M - 1).choose (a - 1) : ℝ) * ((M - 1).choose (b - 1) : ℝ)
        * oppositeEnergy J univ univ := by
  unfold oppositeEnergy
  have h : ∀ A : Finset (Fin M), ∑ B ∈ powersetCard b univ, ∑ i ∈ A, ∑ j ∈ B, J i j
      = ∑ i ∈ A, ((M - 1).choose (b - 1) : ℝ) * ∑ j, J i j := by
    intro A
    rw [sum_comm]
    exact sum_congr rfl fun i _ => sum_occupied (J i) hb
  simp only [h]
  rw [sum_occupied _ ha, ← mul_sum, mul_assoc]
```

For opposite spins this single-orbital count is used twice. With \(A\) fixed, summing over the down sets gives \(\binom{M-1}{b-1}\sum_{i\in A}\sum_j J_{ij}\); this is the intermediate statement `h`. The inner sum over \(j\) is now an orbital quantity depending on \(i\), so summing over the up sets supplies the second factor, \(\binom{M-1}{a-1}\).

## The sum over all determinants

```lean
/-- The repulsion energy summed over all determinants splits into up-up, down-down and up-down
contributions. -/
theorem totalEnergy_split (J K : Fin M → Fin M → ℝ) (a b : ℕ) :
    totalEnergy J K a b
      = (M.choose b : ℝ) * ∑ A ∈ powersetCard a univ, parallelEnergy J K A
        + (M.choose a : ℝ) * ∑ B ∈ powersetCard b univ, parallelEnergy J K B
        + ∑ A ∈ powersetCard a univ, ∑ B ∈ powersetCard b univ, oppositeEnergy J A B := by
  simp only [totalEnergy, sum_add_distrib, sum_const, card_powersetCard,
    card_univ, Fintype.card_fin, nsmul_eq_mul, ← mul_sum]
```

The up-up energy does not depend on \(B\), so it is repeated for each of the \(\binom Mb\) down sets. Likewise, the down-down energy is repeated \(\binom Ma\) times. The up-down part remains a double sum.

```lean
/-- For `a, b ≥ 2`, the determinant repulsion energies summed over all spin-up and spin-down
occupations, in terms of the sum of `J - K` over orbital pairs and the sum of all `J`. -/
theorem totalEnergy_eq (J K : Fin M → Fin M → ℝ) {a b : ℕ} (ha : 2 ≤ a) (hb : 2 ≤ b) :
    totalEnergy J K a b
      = (((M - 2).choose (a - 2) : ℝ) * (M.choose b : ℝ)
          + (M.choose a : ℝ) * ((M - 2).choose (b - 2) : ℝ))
          * (∑ p : Fin M × Fin M with p.1 < p.2, (J p.1 p.2 - K p.1 p.2))
        + ((M - 1).choose (a - 1) : ℝ) * ((M - 1).choose (b - 1) : ℝ)
          * ∑ i, ∑ j, J i j := by
  rw [totalEnergy_split, sum_parallel J K ha, sum_parallel J K hb,
    sum_opposite J (show 1 ≤ a by omega) (show 1 ≤ b by omega)]
  simp only [parallelEnergy, oppositeEnergy, univ_product_univ]
  ring
```

Inserting the three sums into this splitting gives, for \(a,b\ge2\),

\[
\begin{aligned}
S(a,b)={}&\left[\binom{M-2}{a-2}\binom Mb+\binom Ma\binom{M-2}{b-2}\right]\sum_{i<j}(J_{ij}-K_{ij})\\
&+\binom{M-1}{a-1}\binom{M-1}{b-1}\sum_{i,j}J_{ij}.
\end{aligned}
\]

The command `rw` makes these substitutions, and `ring` collects the terms. The last sum runs over all ordered pairs, since "up in \(i\), down in \(j\)" differs from "up in \(j\), down in \(i\)". No lower bound on \(M\) is required: if there are too few orbitals for \(a\) or \(b\) electrons of one spin, both sides are zero.

## The average, and its change when a spin is flipped

```lean
/-- Among all placements of `c ≥ 1` equal-spin electrons in `M ≥ 1` orbitals, `M` times the number
that occupy a given orbital is `c` times the number of placements. -/
theorem occupation_count {M c : ℕ} (hM : 1 ≤ M) (hc : 1 ≤ c) :
    (M : ℝ) * ((M - 1).choose (c - 1) : ℝ) = c * (M.choose c : ℝ) := by
  obtain ⟨n, rfl⟩ : ∃ n, M = n + 1 := ⟨M - 1, by omega⟩
  obtain ⟨k, rfl⟩ : ∃ k, c = k + 1 := ⟨c - 1, by omega⟩
  have h := Nat.add_one_mul_choose_eq n k
  rw [Nat.add_sub_cancel, Nat.add_sub_cancel, mul_comm ((k + 1 : ℕ) : ℝ)]
  exact_mod_cast h
```

This is the identity \(M\binom{M-1}{c-1}=c\binom Mc\) for \(c\) electrons of one spin. Both sides count the placements with one occupied orbital marked: choose the orbital first and then fill the rest, or choose the placement first and then mark one of its \(c\) orbitals. Lean writes \(M=n+1\) and \(c=k+1\), uses the library identity for natural numbers, and carries it over to real numbers with `exact_mod_cast`.

```lean
/-- The spin-resolved configuration average for `M ≥ 2` orbitals and any `a, b ≤ M`. -/
theorem configAverage_eq (J K : Fin M → Fin M → ℝ) {a b : ℕ}
    (hM : 2 ≤ M) (ha : a ≤ M) (hb : b ≤ M) :
    configAverage J K a b
      = ((a : ℝ) * (a - 1) + b * (b - 1)) / (M * (M - 1)) * parallelEnergy J K univ
        + (a : ℝ) * b / M ^ 2 * oppositeEnergy J univ univ := by
  have hMr : (2 : ℝ) ≤ M := by exact_mod_cast hM
  have hM0 : (M : ℝ) ≠ 0 := by linarith
  have hM1 : (M : ℝ) - 1 ≠ 0 := by linarith
  -- parallel pairs, including the cases of no or one electron
  have pair : ∀ c : ℕ, ∑ A ∈ powersetCard c univ, parallelEnergy J K A
      = (c : ℝ) * (c - 1) * (M.choose c : ℝ) * parallelEnergy J K univ / (M * (M - 1)) := by
    intro c
    rw [eq_div_iff (mul_ne_zero hM0 hM1)]
    rcases Nat.lt_or_ge c 2 with hc | hc
    · have hz : ∑ A ∈ powersetCard c univ, parallelEnergy J K A = 0 := by
        refine sum_eq_zero fun A hA => ?_
        unfold parallelEnergy
        refine sum_eq_zero fun p hp => ?_
        have hcard := (mem_powersetCard.mp hA).2
        have hle : A.card ≤ 1 := by omega
        simp only [mem_filter, mem_product] at hp
        exact absurd (card_le_one.mp hle p.1 hp.1.1 p.2 hp.1.2) hp.2.ne
      rw [hz]
      interval_cases c <;> simp
    · have h1 := occupation_count (M := M) (c := c) (by omega) (by omega)
      have h2 := occupation_count (M := M - 1) (c := c - 1) (by omega) (by omega)
      rw [show M - 1 - 1 = M - 2 by omega, show c - 1 - 1 = c - 2 by omega,
        Nat.cast_sub (show 1 ≤ M by omega), Nat.cast_sub (show 1 ≤ c by omega),
        Nat.cast_one] at h2
      rw [sum_parallel J K hc]
      linear_combination parallelEnergy J K univ * ((M : ℝ) * h2 + ((c : ℝ) - 1) * h1)
  -- the two spins are occupied independently
  have cross : ∑ A ∈ powersetCard a univ, ∑ B ∈ powersetCard b univ, oppositeEnergy J A B
      = (a : ℝ) * b * (M.choose a : ℝ) * (M.choose b : ℝ) * oppositeEnergy J univ univ
        / M ^ 2 := by
    rw [eq_div_iff (pow_ne_zero 2 hM0)]
    rcases Nat.eq_zero_or_pos a with h0 | ha0
    · subst h0
      simp [oppositeEnergy]
    rcases Nat.eq_zero_or_pos b with h0 | hb0
    · subst h0
      simp [oppositeEnergy]
    have h1 := occupation_count (M := M) (c := a) (by omega) ha0
    have h2 := occupation_count (M := M) (c := b) (by omega) hb0
    rw [sum_opposite J ha0 hb0]
    linear_combination oppositeEnergy J univ univ *
      ((M : ℝ) * ((M - 1).choose (b - 1) : ℝ) * h1 + (a : ℝ) * (M.choose a : ℝ) * h2)
  have hCa : (M.choose a : ℝ) ≠ 0 := by exact_mod_cast (Nat.choose_pos ha).ne'
  have hCb : (M.choose b : ℝ) ≠ 0 := by exact_mod_cast (Nat.choose_pos hb).ne'
  unfold configAverage
  rw [totalEnergy_split, pair a, pair b, cross, div_eq_iff (mul_ne_zero hCa hCb)]
  ring
```

Write \(P=\sum_{i<j}(J_{ij}-K_{ij})\) and \(Q=\sum_{i,j}J_{ij}\), which appear in the code as `parallelEnergy J K univ` and `oppositeEnergy J univ univ`. For \(M\ge2\) and \(a,b\le M\), the theorem states

\[
\bar E(a,b)=\frac{a(a-1)+b(b-1)}{M(M-1)}\,P+\frac{ab}{M^2}\,Q .
\]

By hand, apply the previous identity twice for \(c\ge2\):

\[
M(M-1)\binom{M-2}{c-2}=M(c-1)\binom{M-1}{c-1}=c(c-1)\binom Mc .
\]

Each parallel pair is therefore occupied in a fraction \(c(c-1)/[M(M-1)]\) of the placements. For \(c=0\) or \(1\) there are no pairs, and the fraction is zero as well. For opposite spins the fractions \(a/M\) and \(b/M\) multiply, because the two spins are placed independently.

In the proof, `pair` and `cross` are these two results written as sums, before division by the number of placements. Each treats the small electron numbers separately. The command `linear_combination` names the multiples of the counting identities `h1` and `h2` that add up to the desired equation. The conditions \(a,b\le M\) ensure that there is at least one determinant to average over.

```lean
/-- For `M ≥ 2` and `a, b < M`, turning one spin from down to up beside `a` up and `b` down
electrons changes the average repulsion energy by `a - b` times the difference between the mean
parallel-spin and the mean opposite-spin repulsion. -/
theorem spin_flip (J K : Fin M → Fin M → ℝ) {a b : ℕ}
    (hM : 2 ≤ M) (ha : a + 1 ≤ M) (hb : b + 1 ≤ M) :
    configAverage J K (a + 1) b - configAverage J K a (b + 1)
      = ((a : ℝ) - b) * (2 / (M * (M - 1)) * parallelEnergy J K univ
        - oppositeEnergy J univ univ / M ^ 2) := by
  rw [configAverage_eq J K hM ha (show b ≤ M by omega),
    configAverage_eq J K hM (show a ≤ M by omega) hb]
  push_cast
  ring

end

end SpinResolvedAverage
```

Start with \(a\) up and \(b+1\) down electrons, and turn one down spin up. In the average formula, the coefficient of \(P\) changes by

\[
\frac{(a+1)a+b(b-1)-a(a-1)-(b+1)b}{M(M-1)}=\frac{2(a-b)}{M(M-1)},
\]

and that of \(Q\) by \([(a+1)b-a(b+1)]/M^2=-(a-b)/M^2\). Hence

\[
\bar E(a+1,b)-\bar E(a,b+1)=(a-b)\left[\frac{2P}{M(M-1)}-\frac{Q}{M^2}\right].
\]

The proof inserts the average formula for both configurations and leaves this algebra to `ring`. The first term in the bracket is the mean of \(J_{ij}-K_{ij}\) over the \(M(M-1)/2\) orbital pairs; the second is the mean of \(J_{ij}\) over all \(M^2\) up-down combinations. The theorem allows arbitrary `J` and `K`, so it does not fix the sign of the bracket. For actual Coulomb and exchange integrals of orthonormal orbitals the bracket is negative, because \(K_{ij}\ge0\) and \(2J_{ij}\le J_{ii}+J_{jj}\), and for \(i\ne j\) the two are never equalities at once; this is not proved here.

For \(a>b\) the flip increases the spin polarisation of the open shell, and this difference is the repulsion part of the accompanying change in average energy, as long as the orbitals and their integrals stay fixed during the flip.

```lean
#print axioms SpinResolvedAverage.totalEnergy_eq
#print axioms SpinResolvedAverage.spin_flip
```

```
'SpinResolvedAverage.totalEnergy_eq' depends on axioms: [propext, Classical.choice, Quot.sound]
'SpinResolvedAverage.spin_flip' depends on axioms: [propext, Classical.choice, Quot.sound]
```
